# Alternating SP2 steps, contraction first, drive every occupation in [0,1] except (√5 − 1)/2 to 0 or 1

**Q:** I take $X$ to be a one-particle density matrix in an orthonormal basis. Its eigenvalues are spin-orbital occupations in $[0,1]$, and the SP2 moves are $X^2$ and $2X-X^2$. What is one step here?

**A:** Contraction first, then expansion, so one `altStep` is two SP2 moves. The definitions hold in any ring `R`, so the same `altStep` acts on a real occupation and on a complex matrix. The threshold is $m=(\sqrt5-1)/2\approx0.618$, called `middle`.

In Lean 4 with Mathlib:

```lean
import Mathlib

open Filter Topology Matrix

namespace AlternatingSP2

noncomputable section

/-- The contracting SP2 move `X ↦ X²`. -/
def contract {R : Type*} [Ring R] (X : R) : R := X ^ 2

/-- The expanding SP2 move `X ↦ 2X - X²`. -/
def expand {R : Type*} [Ring R] (X : R) : R := 2 * X - X ^ 2

/-- One alternating SP2 step: a contraction followed by an expansion. -/
def altStep {R : Type*} [Ring R] (X : R) : R := expand (contract X)

/-- The middle point `(√5 - 1)/2`. -/
def middle : ℝ := (√5 - 1) / 2
```

**Q:** Is that the quartic $g(x)=2x^2-x^4$?

**A:** Yes: put $X^2$ into the expansion and you get $2X^2-(X^2)^2$. `noncomm_ring` verifies this without assuming that products commute.

```lean
/-- The alternating step is the quartic polynomial `2X² - X⁴`, for numbers and matrices alike. -/
theorem altStep_eq {R : Type*} [Ring R] (X : R) : altStep X = 2 * X ^ 2 - X ^ 4 := by
  unfold altStep expand contract
  noncomm_ring
```

**Q:** Where does $\sqrt5$ come from?

**A:** From the displacement in one step:
$$g(x)-x=x(2x-x^3-1)=x(1-x)(x^2+x-1).$$
Since $m^2=(6-2\sqrt5)/4$ and $m=(2\sqrt5-2)/4$, we have $m^2+m=1$. Hence $x^2+x-1=(x-m)(x+m+1)$, and
$$g(x)-x=x(1-x)(x-m)(x+m+1).$$
The first lemma below proves the equation for $m$ and $0<m<1$; the second uses that equation in `linear_combination` to get the factorisation.

```lean
/-- The middle point lies strictly between 0 and 1 and solves `m² + m = 1`. -/
theorem middle_spec : 0 < middle ∧ middle < 1 ∧ middle ^ 2 + middle = 1 := by
  have h5 : √5 ^ 2 = (5 : ℝ) := Real.sq_sqrt (by norm_num)
  have h0 : 0 ≤ √(5 : ℝ) := Real.sqrt_nonneg 5
  unfold middle
  refine ⟨by nlinarith, by nlinarith, by linear_combination h5 / 4⟩

/-- The displacement of an occupation `x` in one alternating step, in factorised form. -/
theorem altStep_sub (x : ℝ) :
    altStep x - x = x * (1 - x) * (x - middle) * (x + middle + 1) := by
  rw [altStep_eq]
  linear_combination x * (1 - x) * middle_spec.2.2
```

**Q:** A quartic should have four fixed points.

**A:** The fourth is $-m-1$, which is negative. `fixed_iff` assumes only $x\ge0$ and leaves exactly $0$, $m$ and $1$. Its proof sets the product to zero and goes through the factors.

```lean
/-- Among non-negative occupations, the alternating step leaves exactly
`0`, `(√5 - 1)/2` and `1` unchanged. -/
theorem fixed_iff {x : ℝ} (hx : 0 ≤ x) :
    Function.IsFixedPt altStep x ↔ x = 0 ∨ x = middle ∨ x = 1 := by
  have e := altStep_sub x
  have hm := middle_spec.1
  constructor
  · intro h
    rw [h.eq, sub_self] at e
    have e' := e.symm
    simp only [mul_eq_zero] at e'
    rcases e' with ((h | h) | h) | h
    · exact Or.inl h
    · exact Or.inr (Or.inr (by linarith))
    · exact Or.inr (Or.inl (by linarith))
    · linarith
  · intro h
    have z : x * (1 - x) * (x - middle) * (x + middle + 1) = 0 := by
      rcases h with h | h | h <;> simp [h]
    exact sub_eq_zero.1 (e.trans z)
```

**Q:** Fixed points alone don't give convergence. Why can't the iterates oscillate?

**A:** They are monotone. Start at $0\le x<m$. For any $y$ in $[0,x]$, $g(y)=y^2(2-y^2)\ge0$, and the factorisation gives $g(y)\le y$. By induction the iterates decrease and stay in $[0,x]$, so they have a limit $L$. Continuity gives $g(L)=L$, and the only fixed point in $[0,x]$ is $0$.

In the code, `step` holds the two inequalities, `bd` the induction and `anti` the monotonicity. `isFixedPt_of_tendsto_iterate` then turns the limit into a fixed point. The notation `altStep^[k] x` means $k$ steps from $x$.

```lean
/-- The alternating step depends continuously on the occupation. -/
theorem continuous_altStep : Continuous (altStep : ℝ → ℝ) := by
  have e : (altStep : ℝ → ℝ) = fun x => 2 * x ^ 2 - x ^ 4 := funext altStep_eq
  rw [e]
  fun_prop

/-- An occupation in `[0, 1]` below the middle point is driven to 0. -/
theorem tendsto_zero {x : ℝ} (h0 : 0 ≤ x) (hx : x < middle) :
    Tendsto (fun k => altStep^[k] x) atTop (𝓝 0) := by
  have hm := middle_spec
  -- from `y` in `[0, x]`, a step never raises the occupation and keeps it non-negative
  have step : ∀ y : ℝ, 0 ≤ y → y ≤ x → 0 ≤ altStep y ∧ altStep y ≤ y := by
    intro y hy hyx
    constructor
    · have h2 : 0 ≤ y ^ 2 * (2 - y ^ 2) :=
        mul_nonneg (sq_nonneg y) (by nlinarith)
      rw [altStep_eq]
      linarith [show y ^ 2 * (2 - y ^ 2) = 2 * y ^ 2 - y ^ 4 by ring]
    · have h2 : 0 ≤ y * (1 - y) * (middle - y) * (y + middle + 1) :=
        mul_nonneg (mul_nonneg (mul_nonneg hy (by linarith)) (by linarith)) (by linarith)
      linarith [altStep_sub y, show y * (1 - y) * (middle - y) * (y + middle + 1)
        = -(y * (1 - y) * (y - middle) * (y + middle + 1)) by ring]
  have bd : ∀ k, 0 ≤ altStep^[k] x ∧ altStep^[k] x ≤ x := by
    intro k
    induction k with
    | zero => exact ⟨h0, le_refl x⟩
    | succ k ih =>
      rw [Function.iterate_succ_apply']
      have s := step _ ih.1 ih.2
      exact ⟨s.1, s.2.trans ih.2⟩
  have anti : Antitone (fun k => altStep^[k] x) := antitone_nat_of_succ_le fun k => by
    rw [Function.iterate_succ_apply']
    exact (step _ (bd k).1 (bd k).2).2
  have lim := tendsto_atTop_ciInf anti ⟨0, by rintro _ ⟨k, rfl⟩; exact (bd k).1⟩
  -- the limit is a fixed point, and only 0 is in range
  have fix := isFixedPt_of_tendsto_iterate lim continuous_altStep.continuousAt
  have l0 := ge_of_tendsto' lim fun k => (bd k).1
  have l1 := le_of_tendsto' lim fun k => (bd k).2
  rcases (fixed_iff l0).1 fix with h | h | h
  · rwa [h] at lim
  · linarith
  · linarith
```

For $m<x\le1$ the direction reverses. If $x\le y\le1$, the displacement is non-negative and $1-g(y)=(1-y^2)^2\ge0$. The iterates increase within $[x,1]$, where the only fixed point is $1$.

```lean
/-- An occupation in `[0, 1]` above the middle point is driven to 1. -/
theorem tendsto_one {x : ℝ} (hx : middle < x) (h1 : x ≤ 1) :
    Tendsto (fun k => altStep^[k] x) atTop (𝓝 1) := by
  have hm := middle_spec
  -- from `y` in `[x, 1]`, a step never lowers the occupation and keeps it at most 1
  have step : ∀ y : ℝ, x ≤ y → y ≤ 1 → y ≤ altStep y ∧ altStep y ≤ 1 := by
    intro y hxy hy
    constructor
    · have h2 : 0 ≤ y * (1 - y) * (y - middle) * (y + middle + 1) :=
        mul_nonneg (mul_nonneg (mul_nonneg (by linarith) (by linarith)) (by linarith))
          (by linarith)
      linarith [altStep_sub y]
    · rw [altStep_eq]
      linarith [sq_nonneg (1 - y ^ 2), show (1 - y ^ 2) ^ 2 = 1 - 2 * y ^ 2 + y ^ 4 by ring]
  have bd : ∀ k, x ≤ altStep^[k] x ∧ altStep^[k] x ≤ 1 := by
    intro k
    induction k with
    | zero => exact ⟨le_refl x, h1⟩
    | succ k ih =>
      rw [Function.iterate_succ_apply']
      have s := step _ ih.1 ih.2
      exact ⟨ih.1.trans s.1, s.2⟩
  have mono : Monotone (fun k => altStep^[k] x) := monotone_nat_of_le_succ fun k => by
    rw [Function.iterate_succ_apply']
    exact (step _ (bd k).1 (bd k).2).1
  have lim := tendsto_atTop_ciSup mono ⟨1, by rintro _ ⟨k, rfl⟩; exact (bd k).2⟩
  have fix := isFixedPt_of_tendsto_iterate lim continuous_altStep.continuousAt
  have l0 := ge_of_tendsto' lim fun k => (bd k).1
  rcases (fixed_iff (by linarith)).1 fix with h | h | h
  · linarith
  · linarith
  · rwa [h] at lim
```

**Q:** And an occupation close to $m$?

**A:** It is pushed away, slowly at first. From $m^2=1-m$ we get $m^3=2m-1$, so
$$g'(m)=4m-4m^3=4-4m=6-2\sqrt5\approx1.53.$$
This exceeds 1 because $2\sqrt5<5$. The theorem states the derivative and the inequality; the convergence proofs don't need them.

```lean
/-- The slope of the alternating step at the middle point is `6 - 2√5`, which exceeds 1. -/
theorem middle_repelling :
    HasDerivAt (altStep : ℝ → ℝ) (6 - 2 * √5) middle ∧ 1 < 6 - 2 * √5 := by
  have hs : √5 = 2 * middle + 1 := by unfold middle; ring
  constructor
  · have e : (altStep : ℝ → ℝ) = fun x => 2 * x ^ 2 - x ^ 4 := funext altStep_eq
    rw [e]
    refine (((hasDerivAt_pow 2 middle).const_mul (2 : ℝ)).fun_sub
      (hasDerivAt_pow 4 middle)).congr_deriv ?_
    simp only [Nat.cast_ofNat, Nat.reduceSub]
    linear_combination (4 - 4 * middle) * middle_spec.2.2 + 2 * hs
  · nlinarith [Real.sq_sqrt (show (0 : ℝ) ≤ 5 by norm_num), Real.sqrt_nonneg 5]
```

**Q:** My calculation has matrices, not isolated numbers.

**A:** Write the matrix as $U\,\mathrm{diag}(p)\,U^\dagger$ with $U^\dagger U=1$. Then $(UAU^\dagger)^2=UA(U^\dagger U)AU^\dagger=UA^2U^\dagger$. Squaring twice and combining gives $g(UDU^\dagger)=U\,g(D)\,U^\dagger$. `altStep_conj` proves this for any $U,V$ with $VU=1$.

```lean
/-- The alternating step commutes with the map `D ↦ U D V` whenever `V U = 1`. For finite square
complex matrices with `V = U†`, this is a unitary change of basis. -/
theorem altStep_conj {R : Type*} [Ring R] {U V : R} (h : V * U = 1) (D : R) :
    altStep (U * D * V) = U * altStep D * V := by
  have sq : ∀ A : R, (U * A * V) ^ 2 = U * A ^ 2 * V := fun A => by
    calc (U * A * V) ^ 2 = U * A * (V * U) * A * V := by noncomm_ring
      _ = U * A ^ 2 * V := by rw [h]; noncomm_ring
  unfold altStep expand contract
  rw [sq, sq]
  noncomm_ring
```

On a diagonal matrix the step acts on each entry (`diag`), so $k$ steps give $U\,\mathrm{diag}(g^k(p_i))\,U^\dagger$, with $g^k$ the $k$-fold iterate (`iter`). The map $d\mapsto U\,\mathrm{diag}(d)\,U^\dagger$ is continuous (`cont`), so the scalar limits carry over.

In the final theorem, `Uᴴ` is $U^\dagger$, `n` is a finite index set for the basis, and `h0`, `h1` and `hp` say that $0\le p_i\le1$ and $p_i\ne m$. The limit keeps the orbitals and has occupation 1 where $p_i>m$, 0 otherwise.

```lean
/-- A density matrix `U diag(p) U†`, with `U` unitary and occupations `p` in `[0, 1]` that all
differ from the middle point, converges under alternating SP2 steps to the matrix with the same
orbitals, occupied (1) where `p` is above the middle point and empty (0) elsewhere. -/
theorem density_matrix_tendsto {n : Type*} [Fintype n] [DecidableEq n]
    {U : Matrix n n ℂ} (hU : Uᴴ * U = 1) {p : n → ℝ}
    (h0 : ∀ i, 0 ≤ p i) (h1 : ∀ i, p i ≤ 1) (hp : ∀ i, p i ≠ middle) :
    Tendsto (fun k => altStep^[k] (U * diagonal (fun i => (p i : ℂ)) * Uᴴ)) atTop
      (𝓝 (U * diagonal (fun i => if middle < p i then (1 : ℂ) else 0) * Uᴴ)) := by
  -- on a diagonal matrix the step acts on each occupation separately
  have diag : ∀ q : n → ℝ, altStep (diagonal (fun i => (q i : ℂ))) =
      diagonal (fun i => ((altStep (q i) : ℝ) : ℂ)) := by
    intro q
    simp only [altStep, expand, contract, pow_two, two_mul, diagonal_mul_diagonal,
      diagonal_add, diagonal_sub]
    congr 1
    funext i
    push_cast
    ring
  have iter : ∀ k, altStep^[k] (U * diagonal (fun i => (p i : ℂ)) * Uᴴ) =
      U * diagonal (fun i => ((altStep^[k] (p i) : ℝ) : ℂ)) * Uᴴ := by
    intro k
    induction k with
    | zero => rfl
    | succ k ih =>
      simp only [Function.iterate_succ_apply']
      rw [ih, altStep_conj hU, diag]
  have cont : Continuous (fun d : n → ℂ => U * diagonal d * Uᴴ) :=
    (continuous_const.matrix_mul continuous_id.matrix_diagonal).matrix_mul continuous_const
  simp only [iter]
  refine (cont.tendsto _).comp (tendsto_pi_nhds.2 fun i => ?_)
  -- each occupation converges by the scalar theorems
  split_ifs with h
  · have t := (Complex.continuous_ofReal.tendsto 1).comp (tendsto_one h (h1 i))
    rw [Complex.ofReal_one] at t
    exact t
  · have t := (Complex.continuous_ofReal.tendsto 0).comp
      (tendsto_zero (h0 i) (lt_of_le_of_ne (not_lt.1 h) (hp i)))
    rw [Complex.ofReal_zero] at t
    exact t

end

end AlternatingSP2
```

```lean
#print axioms AlternatingSP2.middle_repelling
-- 'AlternatingSP2.middle_repelling' depends on axioms: [propext, Classical.choice, Quot.sound]
#print axioms AlternatingSP2.density_matrix_tendsto
-- 'AlternatingSP2.density_matrix_tendsto' depends on axioms: [propext, Classical.choice, Quot.sound]
```

**Q:** Does `hp` matter, or is it only convenient?

**A:** Take a $1\times1$ matrix with $U=1$ and $p=m$. Every iterate equals $m$, while the stated limit would be $0$. So the conclusion fails if an occupation may equal $m$.

**Q:** Trace-correcting SP2 chooses each move from the trace. Where is the electron number?

**A:** It isn't prescribed. The order of moves is fixed, and the final trace is the number of $p_i$ above $m$. To get the intended electron number, the initial matrix must place exactly that many occupations above $m$.

The result describes purification without diagonalisation for a finite matrix in an orthonormal basis, with no truncation or rounding. Linear-scaling calculations also drop small matrix elements, and the theorem doesn't cover the error this makes. It gives no step count for a required accuracy.
